# An invertible gauge $G$ makes a uniform matrix-product tensor left-canonical exactly when $G^\dagger G$ is a fixed point of its transfer map

A uniform matrix-product state is represented here by its tensor alone: a finite family of complex square matrices $A^s$, one for each value $s$ of the physical index. The state on the chain is never built. A gauge change is an invertible matrix $G$, the same on every bond, that replaces $A^s$ by
$$B^s = G A^s G^{-1}.$$

With $\dagger$ for the conjugate transpose, define the transfer map
$$E_A(X) = \sum_s (A^s)^\dagger X A^s .$$
The tensor is left-canonical when $\sum_s (A^s)^\dagger A^s = 1$, that is, when $E_A(1)=1$. The criterion is
$$B \text{ is left-canonical} \iff E_A(G^\dagger G) = G^\dagger G .$$
If $B$ is left-canonical and every fixed point of $E_A$ is a multiple of the identity, then $G = rU$ with $r>0$ and $U$ unitary.

## Canonicalisation and the leftover unitary in a uniform MPS code

Consider a code for uniform matrix-product states of finite bond dimension with a one-site unit cell. It computes a positive definite fixed point $X$ of $E_A$, factors it as $X = G^\dagger G$ by a Cholesky decomposition, and forms $G A^s G^{-1}$. The criterion says that the output is left-canonical. The eigenvalue belonging to $X$ must be one: if it is $\lambda>0$, the tensor has to be divided by $\sqrt\lambda$ first.

The second statement concerns what remains free afterwards. Suppose that two left-canonical tensors are related by an invertible gauge, and that the first has only scalar fixed points. Then the gauge is a unitary up to a positive factor, and the factor drops out of $G A^s G^{-1}$. A test that compares the two tensors entry by entry can therefore fail although both are correct; it has to allow for a unitary change of basis on the bond.

The order of the factors matters when the criterion is carried over to a code. If the code writes its gauge change as $G^{-1} A^s G$, then $G$ is replaced by $G^{-1}$ throughout, and the matrix that must be fixed is $(G G^\dagger)^{-1}$.

## From cancelling gauge factors to a scaled unitary

Insert $B^s$ into its own transfer map and multiply by $G^\dagger$ on the left and $G$ on the right:
$$G^\dagger E_B(X)\, G = \sum_s G^\dagger (G^{-1})^\dagger (A^s)^\dagger G^\dagger X G A^s G^{-1} G .$$
Since $G^{-1}G = 1$ and $G^\dagger (G^{-1})^\dagger = (G^{-1}G)^\dagger = 1$, the outer factors cancel, and
$$G^\dagger E_B(X)\, G = E_A(G^\dagger X G).$$

If $E_B(X)=X$, the left side is $G^\dagger X G$, so $G^\dagger X G$ is fixed by $E_A$. Conversely, if $G^\dagger X G$ is fixed by $E_A$, then $G^\dagger E_B(X) G = G^\dagger X G$, and cancelling the invertible matrices $G^\dagger$ and $G$ gives $E_B(X)=X$. The choice $X=1$ is the criterion.

Now let all fixed points of $E_A$ be multiples of the identity, and let $B$ be left-canonical. Then $G^\dagger G = c\,1$ for some complex $c$. For bond dimension at least one, the diagonal entry $(i,i)$ reads
$$c = \sum_j |G_{ji}|^2 \ge 0 .$$
The value $c=0$ would make the invertible matrix $G^\dagger G$ vanish, so $c>0$. Put $r=\sqrt c$ and $U = G/r$. Then $U^\dagger U = G^\dagger G/c = 1$, and $G=rU$.

For the converse, let $A$ itself be left-canonical and $G=rU$. Then $G^\dagger G = r^2\,1$, and linearity gives $E_A(r^2\,1) = r^2E_A(1) = r^2\,1$. By the criterion, $B$ is left-canonical.

**Bond dimension one.** The matrices are numbers $a_s$, and $E_A(x) = \big(\sum_s |a_s|^2\big)x$. A gauge $g\neq0$ leaves every $a_s$ unchanged, and the criterion reduces to $\sum_s|a_s|^2=1$, the normalisation of a product state. Every nonzero $g$ is $|g|$ times a phase, in agreement with the second statement.

**The AKLT tensor.** Take $A^a = \sigma^a/\sqrt3$ with the three Pauli matrices, where $a$ labels the Cartesian basis states $|x\rangle,|y\rangle,|z\rangle$ of spin one and not the states $m=1,0,-1$, and expand $X = x_0 1 + \sum_b x_b\sigma^b$. Among the three products $\sigma^a\sigma^b\sigma^a$ with fixed $b$, one is $\sigma^b$ and two are $-\sigma^b$, so they add up to $-\sigma^b$. Hence
$$\sum_a \sigma^a X\sigma^a = 3x_0 1 - \sum_b x_b\sigma^b = 4x_0 1 - X = 2\,\mathrm{tr}(X)\,1 - X,$$
and $E_A(X) = \tfrac13\big(2\,\mathrm{tr}(X)\,1 - X\big)$. At $X=1$ this is $\tfrac13(4-1)\,1=1$, so the tensor is left-canonical. If $E_A(X)=X$, then $4X = 2\,\mathrm{tr}(X)\,1$, so $X$ is a multiple of the identity.

**A degenerate tensor.** Take a single matrix $A=1$ of size two. Then $E_A$ is the identity map and fixes everything. The gauge $G=\mathrm{diag}(1,2)$ gives $B=1$, which is left-canonical, but $G^\dagger G=\mathrm{diag}(1,4)$ is not a multiple of the identity, so $G$ is not a scaled unitary. Without any condition on the fixed points the second statement is false, even for a left-canonical $A$.

## The Lean file

```lean
import Mathlib

open Matrix


namespace LeftCanonicalGauge

noncomputable section

variable {n ι : Type*} [Fintype n] [DecidableEq n] [Fintype ι]

/-- The gauge-transformed tensor `G A^s G⁻¹`, for an invertible matrix `G`. -/
def gauge (G : Matrix n n ℂ) (A : ι → Matrix n n ℂ) : ι → Matrix n n ℂ :=
  fun s => G * A s * G⁻¹

/-- The transfer map `X ↦ ∑ₛ (A^s)ᴴ X A^s` of a matrix-product tensor. -/
def leftTransfer (A : ι → Matrix n n ℂ) (X : Matrix n n ℂ) : Matrix n n ℂ :=
  ∑ s, (A s)ᴴ * X * A s

/-- A tensor is left-canonical when `∑ₛ (A^s)ᴴ A^s = 1`. -/
def IsLeftCanonical (A : ι → Matrix n n ℂ) : Prop :=
  ∑ s, (A s)ᴴ * A s = 1

/-- Every fixed point of the transfer map is a multiple of the identity. -/
def OnlyScalarFixedPoints (A : ι → Matrix n n ℂ) : Prop :=
  ∀ X, leftTransfer A X = X → ∃ c : ℂ, X = c • (1 : Matrix n n ℂ)

/-- The matrix `G` is a positive multiple of a unitary matrix. -/
def IsScaledUnitary (G : Matrix n n ℂ) : Prop :=
  ∃ r : ℝ, 0 < r ∧ ∃ U ∈ Matrix.unitaryGroup n ℂ, G = (r : ℂ) • U

/-- For invertible `G`, the map `X ↦ Gᴴ X G` intertwines the transfer maps of the
gauge-transformed and the original tensor. -/
theorem transfer_gauge {G : Matrix n n ℂ} (hG : IsUnit G) (A : ι → Matrix n n ℂ)
    (X : Matrix n n ℂ) :
    Gᴴ * leftTransfer (gauge G A) X * G = leftTransfer A (Gᴴ * X * G) := by
  have h : G⁻¹ * G = 1 := nonsing_inv_mul G ((isUnit_iff_isUnit_det G).mp hG)
  have h' : Gᴴ * (G⁻¹)ᴴ = 1 := by rw [← conjTranspose_mul, h, conjTranspose_one]
  simp only [leftTransfer, gauge, Finset.mul_sum, Finset.sum_mul]
  refine Finset.sum_congr rfl fun s _ => ?_
  -- the inner gauge factors cancel on both sides
  calc Gᴴ * ((G * A s * G⁻¹)ᴴ * X * (G * A s * G⁻¹)) * G
      = (Gᴴ * (G⁻¹)ᴴ) * ((A s)ᴴ * (Gᴴ * X * G) * A s) * (G⁻¹ * G) := by
        simp only [conjTranspose_mul, Matrix.mul_assoc]
    _ = (A s)ᴴ * (Gᴴ * X * G) * A s := by rw [h, h', one_mul, mul_one]

/-- For invertible `G`, a matrix `X` is fixed by the transfer map of the gauge-transformed
tensor exactly when `Gᴴ X G` is fixed by that of the original tensor. -/
theorem fixed_gauge_iff {G : Matrix n n ℂ} (hG : IsUnit G) (A : ι → Matrix n n ℂ)
    (X : Matrix n n ℂ) :
    leftTransfer (gauge G A) X = X ↔ leftTransfer A (Gᴴ * X * G) = Gᴴ * X * G := by
  have hG' : IsUnit Gᴴ := hG.star
  rw [← transfer_gauge hG]
  constructor
  · intro h
    rw [h]
  · intro h
    exact hG'.mul_left_cancel (hG.mul_right_cancel h)

/-- For invertible `G`, the tensor `G A^s G⁻¹` is left-canonical exactly when `Gᴴ G` is a
fixed point of the transfer map of `A`. -/
theorem leftCanonical_gauge_iff {G : Matrix n n ℂ} (hG : IsUnit G)
    (A : ι → Matrix n n ℂ) :
    IsLeftCanonical (gauge G A) ↔ leftTransfer A (Gᴴ * G) = Gᴴ * G := by
  have h := fixed_gauge_iff hG A 1
  rw [mul_one] at h
  rw [← h]
  simp only [IsLeftCanonical, leftTransfer, mul_one]

/-- If all fixed points of the transfer map of `A` are multiples of the identity, an invertible
`G` that makes `G A^s G⁻¹` left-canonical is a positive multiple of a unitary. -/
theorem scaledUnitary_of_leftCanonical {G : Matrix n n ℂ} (hG : IsUnit G)
    {A : ι → Matrix n n ℂ} (hA : OnlyScalarFixedPoints A)
    (hL : IsLeftCanonical (gauge G A)) : IsScaledUnitary G := by
  obtain ⟨c, hc⟩ := hA _ ((leftCanonical_gauge_iff hG A).mp hL)
  rcases isEmpty_or_nonempty n with hn | ⟨⟨i⟩⟩
  · exact ⟨1, one_pos, 1, one_mem _, Subsingleton.elim _ _⟩
  have : Nonempty n := ⟨i⟩
  -- a diagonal entry shows that c is a sum of squared moduli
  obtain ⟨t, ht0, hct⟩ : ∃ t : ℝ, 0 ≤ t ∧ c = (t : ℂ) := by
    refine ⟨∑ j, ‖G j i‖ ^ 2, by positivity, ?_⟩
    have h := congrFun (congrFun hc i) i
    rw [Matrix.mul_apply, Matrix.smul_apply, Matrix.one_apply_eq, smul_eq_mul, mul_one] at h
    rw [← h, Complex.ofReal_sum]
    refine Finset.sum_congr rfl fun j _ => ?_
    rw [conjTranspose_apply, Complex.ofReal_pow]
    exact Complex.conj_mul' _
  -- invertibility excludes c = 0
  have htne : t ≠ 0 := by
    intro h0
    have hu : IsUnit (Gᴴ * G) := IsUnit.mul hG.star hG
    rw [hc, hct, h0, Complex.ofReal_zero, zero_smul] at hu
    exact not_isUnit_zero hu
  have ht : 0 < t := lt_of_le_of_ne ht0 (Ne.symm htne)
  have hr : 0 < √t := Real.sqrt_pos.mpr ht
  have hrc : ((√t : ℝ) : ℂ) ≠ 0 := Complex.ofReal_ne_zero.mpr hr.ne'
  have hsq : ((√t : ℝ) : ℂ) * ((√t : ℝ) : ℂ) = (t : ℂ) := by
    rw [← Complex.ofReal_mul, Real.mul_self_sqrt ht0]
  have hstar : star ((√t : ℝ) : ℂ) = ((√t : ℝ) : ℂ) := Complex.conj_ofReal _
  refine ⟨√t, hr, ((√t : ℝ) : ℂ)⁻¹ • G, ?_, ?_⟩
  · rw [mem_unitaryGroup_iff', star_eq_conjTranspose, conjTranspose_smul, Matrix.smul_mul,
      Matrix.mul_smul, smul_smul, hc, smul_smul, star_inv₀, hstar, ← mul_inv, hsq, hct,
      inv_mul_cancel₀ (Complex.ofReal_ne_zero.mpr htne), one_smul]
  · rw [smul_smul, mul_inv_cancel₀ hrc, one_smul]

/-- If `G` is a positive multiple of a unitary, then `Gᴴ G` is a multiple of the identity. -/
theorem IsScaledUnitary.gram {G : Matrix n n ℂ} (h : IsScaledUnitary G) :
    ∃ c : ℂ, Gᴴ * G = c • (1 : Matrix n n ℂ) := by
  obtain ⟨r, -, U, hU, rfl⟩ := h
  have hU' : Uᴴ * U = 1 := mem_unitaryGroup_iff'.mp hU
  exact ⟨star (r : ℂ) * r, by
    rw [conjTranspose_smul, Matrix.smul_mul, Matrix.mul_smul, smul_smul, hU']⟩

/-- Let `A` be left-canonical with only scalar fixed points. An invertible gauge `G` keeps it
left-canonical exactly when `G` is a positive multiple of a unitary. -/
theorem residual_gauge_iff {G : Matrix n n ℂ} (hG : IsUnit G) {A : ι → Matrix n n ℂ}
    (hA : OnlyScalarFixedPoints A) (hL : IsLeftCanonical A) :
    IsLeftCanonical (gauge G A) ↔ IsScaledUnitary G := by
  refine ⟨scaledUnitary_of_leftCanonical hG hA, fun h => ?_⟩
  obtain ⟨c, hc⟩ := h.gram
  rw [leftCanonical_gauge_iff hG, hc]
  simp only [leftTransfer, Matrix.mul_smul, Matrix.smul_mul, mul_one]
  rw [← Finset.smul_sum, hL]


/-- The three Pauli matrices. -/
def pauli : Fin 3 → Matrix (Fin 2) (Fin 2) ℂ :=
  ![!![0, 1; 1, 0], !![0, -Complex.I; Complex.I, 0], !![1, 0; 0, -1]]

/-- The AKLT tensor: the Pauli matrices divided by `√3`. -/
def aklt : Fin 3 → Matrix (Fin 2) (Fin 2) ℂ :=
  fun s => ((√3 : ℝ) : ℂ)⁻¹ • pauli s

/-- The transfer map of the AKLT tensor is `X ↦ (2 tr(X) 1 - X) / 3`. -/
theorem aklt_transfer (X : Matrix (Fin 2) (Fin 2) ℂ) :
    leftTransfer aklt X = (1 / 3 : ℂ) • ((2 * X.trace) • 1 - X) := by
  have hs : ((√3 : ℝ) : ℂ) * ((√3 : ℝ) : ℂ) = 3 := by
    rw [← Complex.ofReal_mul, Real.mul_self_sqrt (by norm_num)]
    norm_num
  have hstar : star ((√3 : ℝ) : ℂ) = ((√3 : ℝ) : ℂ) := Complex.conj_ofReal _
  have hk : star (((√3 : ℝ) : ℂ)⁻¹) * ((√3 : ℝ) : ℂ)⁻¹ = 1 / 3 := by
    rw [star_inv₀, hstar, ← mul_inv, hs, one_div]
  have hP : leftTransfer pauli X = (2 * X.trace) • 1 - X := by
    ext i j
    fin_cases i <;> fin_cases j <;>
      simp [leftTransfer, pauli, Matrix.mul_apply, Fin.sum_univ_succ, trace_fin_two] <;>
      ring_nf <;> simp only [Complex.I_sq] <;> ring
  rw [← hP]
  simp only [leftTransfer, aklt, Finset.smul_sum]
  refine Finset.sum_congr rfl fun s _ => ?_
  rw [conjTranspose_smul, Matrix.smul_mul, Matrix.smul_mul, Matrix.mul_smul, smul_smul, hk]

/-- The AKLT tensor is left-canonical, and all fixed points of its transfer map are multiples
of the identity. -/
theorem aklt_witness : IsLeftCanonical aklt ∧ OnlyScalarFixedPoints aklt := by
  constructor
  · have h := aklt_transfer 1
    rw [trace_one, Fintype.card_fin] at h
    simp only [leftTransfer, mul_one] at h
    rw [IsLeftCanonical, h]
    push_cast
    module
  · intro X h
    rw [aklt_transfer] at h
    exact ⟨X.trace / 2, by linear_combination (norm := module) (-3 / 4 : ℂ) • h⟩

/-- For the one-component tensor `A = 1` of bond dimension two, the gauge `G = diag(1, 2)` gives
a left-canonical tensor although `G` is not a positive multiple of a unitary. -/
theorem scalar_fixed_points_needed :
    IsLeftCanonical (gauge !![1, 0; 0, 2] (fun _ : Fin 1 => (1 : Matrix (Fin 2) (Fin 2) ℂ))) ∧
      ¬ IsScaledUnitary (!![1, 0; 0, 2] : Matrix (Fin 2) (Fin 2) ℂ) := by
  constructor
  · have hG : IsUnit (!![1, 0; 0, 2] : Matrix (Fin 2) (Fin 2) ℂ) := by
      rw [isUnit_iff_isUnit_det, det_fin_two_of]
      norm_num
    rw [leftCanonical_gauge_iff hG]
    simp only [leftTransfer, conjTranspose_one, one_mul, mul_one, Fin.sum_univ_one]
  · intro h
    obtain ⟨c, hc⟩ := h.gram
    -- the two diagonal entries of Gᴴ G would have to agree
    have h0 := congrFun (congrFun hc 0) 0
    have h1 := congrFun (congrFun hc 1) 1
    simp [Matrix.mul_apply, Fin.sum_univ_succ] at h0 h1
    have h2 : (starRingEnd ℂ) 2 = 2 := by
      rw [← one_add_one_eq_two, map_add, map_one]
    rw [← h0, h2] at h1
    norm_num at h1

end

end LeftCanonicalGauge
```

```lean
#print axioms LeftCanonicalGauge.leftCanonical_gauge_iff
-- 'LeftCanonicalGauge.leftCanonical_gauge_iff' depends on axioms: [propext, Classical.choice, Quot.sound]
#print axioms LeftCanonicalGauge.residual_gauge_iff
-- 'LeftCanonicalGauge.residual_gauge_iff' depends on axioms: [propext, Classical.choice, Quot.sound]
#print axioms LeftCanonicalGauge.scalar_fixed_points_needed
-- 'LeftCanonicalGauge.scalar_fixed_points_needed' depends on axioms: [propext, Classical.choice, Quot.sound]
```

## Reading the theorems against a simulation code

The type `ι` is the physical index, `n` is the bond index, and `A : ι → Matrix n n ℂ` is the tensor. The conjugate transpose is written `ᴴ`. The definitions `gauge` and `leftTransfer` are $B$ and $E_A$ from above, and `IsLeftCanonical` is the condition $\sum_s (A^s)^\dagger A^s=1$. Invertibility of the gauge is the hypothesis `IsUnit G`.

In words, `leftCanonical_gauge_iff` says that for every invertible $G$ and every tensor $A$, the transformed tensor is left-canonical if and only if $G^\dagger G$ is fixed by the transfer map of $A$. It needs no condition on the other fixed points. The theorem `scaledUnitary_of_leftCanonical` adds the hypothesis `OnlyScalarFixedPoints A` and concludes `IsScaledUnitary G`, which provides a real $r>0$ and a unitary $U$ with $G=rU$. With $A$ also left-canonical, `residual_gauge_iff` makes this an equivalence.

`OnlyScalarFixedPoints` is assumed of the tensor and not derived. For a left-canonical tensor of bond dimension at least one it says that the eigenvalue one of the transfer map has a one-dimensional eigenspace. This excludes tensors that split into orthogonal blocks, such as that of a GHZ-type cat state, where the projector onto each block is a separate fixed point.

The hypothesis refers to multiples of the identity, not of some other matrix. If it holds and $B$ is left-canonical, then $G^\dagger G=c\,1$ with $c>0$ is fixed, hence so is $1$, and $A$ was left-canonical from the start. The scaled-unitary statement thus describes the freedom left after canonicalisation. A gauge that brings a tensor to left-canonical form when it was not so before is never a scaled unitary, since $G^\dagger G=r^2\,1$ would make $1$ a fixed point of $E_A$; for such a gauge only the criterion applies.

### How the Lean steps follow the algebra

`transfer_gauge` is the intertwining identity. Its facts `h` and `h'` are $G^{-1}G=1$ and the conjugate transpose of that equation, `Finset.sum_congr` reduces the sum to a single $s$, and the `calc` block regroups the product and cancels the outer factors. `fixed_gauge_iff` then cancels $G$ and $G^\dagger$ with `mul_right_cancel` and `mul_left_cancel`, and `leftCanonical_gauge_iff` sets $X=1$.

In `scaledUnitary_of_leftCanonical`, the two uses of `congrFun` read off the diagonal entry $(i,i)$, which gives a real `t` equal to $c$. The lemma `not_isUnit_zero` excludes $t=0$, and the last lines check that $G/\sqrt t$ is unitary. Bond dimension zero has no diagonal entry and is treated separately, with $r=1$ and the empty unitary matrix.

`IsScaledUnitary.gram` computes $G^\dagger G$ for a scaled unitary, and `residual_gauge_iff` combines it with linearity. For the Pauli matrices, `aklt_transfer` checks the four matrix entries in place of the expansion used above, then restores the factor $1/3$. `aklt_witness` solves the fixed-point equation with `linear_combination`. `scalar_fixed_points_needed` treats $G=\mathrm{diag}(1,2)$: the criterion gives its first half, and the unequal diagonal entries of $G^\dagger G$ give the second.

### What a code still has to establish

The file does not show that a positive definite fixed point exists, nor that an algorithm finds one; it takes an invertible $G$ as given. It treats square gauges, so a truncation of the bond dimension is a different operation. Site-dependent tensors, larger unit cells and right-canonical or mixed forms would need their own statements.

The equalities hold for complex matrices without rounding. In floating point, a small residual does not by itself put $G$ close to a scaled unitary. Let $A$ be left-canonical, and let $E_A$ have a second eigenvalue $1-\varepsilon$ with Hermitian eigenvector $Y$. Choose a real $\delta\neq0$ for which $1+\delta Y$ is positive definite, and an invertible $G$ with $G^\dagger G = 1+\delta Y$. This matrix misses the fixed-point equation only by $\varepsilon\delta Y$ up to sign, which can be tiny while $\delta Y$ is not. This estimate is a short calculation added here, not a consequence drawn in the Lean file. It suggests looking at the gap of the transfer map before reading much into a small residual.
